# Sign changes in outward integration as a count of tridiagonal eigenvalues

To bracket a bound state, a solver can integrate outward at a trial energy $E$, count sign changes, and raise or lower $E$ according to the count. For a finite, single-component chain whose Hamiltonian $T$ is real symmetric tridiagonal with negative couplings, this count, for a solution that is zero just before the first site and is followed to one site past the last, is exactly the number of eigenvalues below $E$, provided no leading principal minor of $T-E$ vanishes.

In Lean 4 with Mathlib:

```lean
import Mathlib

open Matrix
open scoped Finset

namespace OutwardNodeCount

noncomputable section

/-- Matrix element between sites `i + 1` and `j + 1` of a chain with site energies `d` and
nearest-neighbour couplings `t`, where `t k` links sites `k` and `k + 1`. -/
def entry (d t : ℕ → ℝ) (i j : ℕ) : ℝ :=
  if i = j then d (i + 1) else if i + 1 = j then t (i + 1)
  else if j + 1 = i then t (j + 1) else 0

/-- The symmetric tridiagonal Hamiltonian of the sites `1, ..., N`. -/
def chain (d t : ℕ → ℝ) (N : ℕ) : Matrix (Fin N) (Fin N) ℝ :=
  Matrix.of fun i j => entry d t i.val j.val

/-- Outward integration at energy `E` from `y 0 = 0` and `y 1 = 1`; the couplings `t k` with
`k ≥ 1` must be nonzero on the range that is used. -/
def outward (d t : ℕ → ℝ) (E : ℝ) : ℕ → ℝ
  | 0 => 0
  | 1 => 1
  | k + 2 => -((d (k + 1) - E) * outward d t E (k + 1) + t k * outward d t E k) / t (k + 1)

/-- The number of neighbouring pairs of strictly opposite sign in `y 1, ..., y (N + 1)`. -/
def signChanges (y : ℕ → ℝ) (N : ℕ) : ℕ :=
  #{k : Fin N | y (k.val + 1) * y (k.val + 2) < 0}

/-- The linear map that subtracts from each amplitude `r` times its outer neighbour, with
amplitude zero beyond the last site. -/
def elimination (r : ℕ → ℝ) (N : ℕ) : (Fin N → ℝ) →ₗ[ℝ] (Fin N → ℝ) where
  toFun x i := x i - r i.val * (if h : i.val + 1 < N then x ⟨i.val + 1, h⟩ else 0)
  map_add' x y := by
    ext i
    simp only [Pi.add_apply]
    split_ifs <;> ring
  map_smul' c x := by
    ext i
    simp only [Pi.smul_apply, smul_eq_mul, RingHom.id_apply]
    split_ifs <;> ring

/-- The chain Hamiltonian is Hermitian. -/
theorem chain_isHermitian (d t : ℕ → ℝ) (N : ℕ) : (chain d t N).IsHermitian := by
  refine Matrix.IsHermitian.ext fun i j => ?_
  by_cases h : i = j
  · subst h
    exact star_trivial _
  · have h' : i.val ≠ j.val := fun e => h (Fin.ext e)
    simp only [chain, Matrix.of_apply, star_trivial, entry]
    split_ifs <;> first | rfl | omega

/-- The leading `n × n` block of the Hamiltonian is the Hamiltonian of the first `n` sites. -/
theorem leading_block (d t : ℕ → ℝ) {n N : ℕ} (h : n ≤ N) :
    (chain d t N).submatrix (Fin.castLE h) (Fin.castLE h) = chain d t n := by
  ext i j
  rfl

/-- On amplitudes that vanish at sites `0` and `N + 1`, the Hamiltonian acts as the three-term
stencil. -/
theorem chain_mulVec (d t : ℕ → ℝ) {N : ℕ} (v : ℕ → ℝ) (h0 : v 0 = 0) (hN : v (N + 1) = 0)
    (i : Fin N) : (chain d t N *ᵥ fun j : Fin N => v (j.val + 1)) i =
      t i.val * v i.val + d (i.val + 1) * v (i.val + 1) + t (i.val + 1) * v (i.val + 2) := by
  obtain ⟨i, hi⟩ := i
  have key : ∀ m : ℕ, entry d t i m * v (m + 1) =
      (if m = i then d (i + 1) * v (i + 1) else 0) +
      (if m = i + 1 then t (i + 1) * v (i + 2) else 0) +
      (if m + 1 = i then t i * v i else 0) := by
    intro m
    unfold entry
    by_cases h1 : m = i
    · subst h1
      simp
    by_cases h2 : m = i + 1
    · subst h2
      have b : ¬ i + 1 + 1 = i := by omega
      simp [b]
    by_cases h3 : m + 1 = i
    · subst h3
      have b : ¬ m + 1 + 1 = m := by omega
      have c : ¬ m = m + 1 + 1 := by omega
      simp [b, c]
    · simp [h1, h2, h3, Ne.symm h1, Ne.symm h2]
  have s1 : ∑ m ∈ Finset.range N, (if m = i then d (i + 1) * v (i + 1) else 0) =
      d (i + 1) * v (i + 1) := by
    rw [Finset.sum_ite_eq', if_pos (Finset.mem_range.mpr hi)]
  have s2 : ∑ m ∈ Finset.range N, (if m = i + 1 then t (i + 1) * v (i + 2) else 0) =
      t (i + 1) * v (i + 2) := by
    rw [Finset.sum_ite_eq']
    by_cases h : i + 1 ∈ Finset.range N
    · rw [if_pos h]
    · have e : i + 2 = N + 1 := by
        rw [Finset.mem_range] at h
        omega
      rw [if_neg h, e, hN, mul_zero]
  have s3 : ∑ m ∈ Finset.range N, (if m + 1 = i then t i * v i else 0) = t i * v i := by
    cases i with
    | zero => simp [h0]
    | succ k =>
      have hk : k < N := by omega
      simp [hk]
  have h : (chain d t N *ᵥ fun j : Fin N => v (j.val + 1)) ⟨i, hi⟩ =
      ∑ m ∈ Finset.range N, entry d t i m * v (m + 1) :=
    Fin.sum_univ_eq_sum_range (fun m => entry d t i m * v (m + 1)) N
  rw [h]
  simp only [key, Finset.sum_add_distrib]
  rw [s1, s2, s3]
  ring

/-- Across a nonzero coupling, the outward solution obeys the Schrödinger equation of the
chain at energy `E`. -/
theorem outward_eq (d t : ℕ → ℝ) (E : ℝ) (k : ℕ) (h : t (k + 1) ≠ 0) :
    t k * outward d t E k + (d (k + 1) - E) * outward d t E (k + 1) +
      t (k + 1) * outward d t E (k + 2) = 0 := by
  have h2 : outward d t E (k + 2) =
    -((d (k + 1) - E) * outward d t E (k + 1) + t k * outward d t E k) / t (k + 1) := rfl
  rw [h2, ← mul_div_assoc, mul_div_cancel_left₀ _ h]
  ring

/-- For nonzero couplings, if the outward solution vanishes at site `n + 1`, then the `n`-th
leading minor of `T - E` vanishes (`n ≥ 1`). -/
theorem minor_eq_zero_of_node (d t : ℕ → ℝ) (E : ℝ) {n : ℕ} (hn : 1 ≤ n)
    (ht : ∀ k, 1 ≤ k → k ≤ n → t k ≠ 0) (hu : outward d t E (n + 1) = 0) :
    (chain d t n - E • (1 : Matrix (Fin n) (Fin n) ℝ)).det = 0 := by
  -- the outward solution itself is the null vector
  rw [← Matrix.exists_mulVec_eq_zero_iff]
  refine ⟨fun j => outward d t E (j.val + 1), ?_, ?_⟩
  · intro h
    have h1 : (1 : ℝ) = 0 := congrFun h ⟨0, by omega⟩
    exact one_ne_zero h1
  · ext i
    have rel := outward_eq d t E i.val (ht _ (by omega) (by omega))
    rw [Matrix.sub_mulVec, Matrix.smul_mulVec, Matrix.one_mulVec, Pi.sub_apply, Pi.smul_apply,
      chain_mulVec d t (outward d t E) rfl hu i]
    simp only [smul_eq_mul, Pi.zero_apply]
    linear_combination rel

/-- If `t 1, ..., t N` and the outward amplitudes `y 1, ..., y (N + 1)` are all nonzero, the
quadratic form of `T - E` is a sum of squares with weights `-t k * y (k + 1) / y k`. -/
theorem completed_square (d t : ℕ → ℝ) (E : ℝ) {N : ℕ} (ht : ∀ k, 1 ≤ k → k ≤ N → t k ≠ 0)
    (hu : ∀ k, 1 ≤ k → k ≤ N + 1 → outward d t E k ≠ 0)
    (v : ℕ → ℝ) (h0 : v 0 = 0) (hN : v (N + 1) = 0) :
    (fun j : Fin N => v (j.val + 1)) ⬝ᵥ (chain d t N *ᵥ fun j : Fin N => v (j.val + 1)) -
      E * ((fun j : Fin N => v (j.val + 1)) ⬝ᵥ fun j : Fin N => v (j.val + 1)) =
    ∑ i : Fin N, -t (i.val + 1) * (outward d t E (i.val + 2) / outward d t E (i.val + 1)) *
      (v (i.val + 1) -
        outward d t E (i.val + 1) / outward d t E (i.val + 2) * v (i.val + 2)) ^ 2 := by
  -- `G` is the boundary term left over at each site
  obtain ⟨G, hG⟩ : ∃ G : ℕ → ℝ, ∀ k, G k = t k * v k * v (k + 1) -
      t k * (outward d t E k / outward d t E (k + 1)) * v (k + 1) ^ 2 := ⟨_, fun _ => rfl⟩
  have key : ∀ i : Fin N,
      v (i.val + 1) * (chain d t N *ᵥ fun j : Fin N => v (j.val + 1)) i =
      E * (v (i.val + 1) * v (i.val + 1)) +
      -t (i.val + 1) * (outward d t E (i.val + 2) / outward d t E (i.val + 1)) *
        (v (i.val + 1) -
          outward d t E (i.val + 1) / outward d t E (i.val + 2) * v (i.val + 2)) ^ 2 +
      (G i.val - G (i.val + 1)) := by
    intro i
    have ha := hu (i.val + 1) (by omega) (by omega)
    have hb := hu (i.val + 2) (by omega) (by omega)
    have rel := outward_eq d t E i.val (ht _ (by omega) (by omega))
    have e : G (i.val + 1) = t (i.val + 1) * v (i.val + 1) * v (i.val + 2) -
      t (i.val + 1) * (outward d t E (i.val + 1) / outward d t E (i.val + 2)) *
        v (i.val + 2) ^ 2 := hG _
    have hD : d (i.val + 1) = E - (t i.val * outward d t E i.val +
        t (i.val + 1) * outward d t E (i.val + 2)) / outward d t E (i.val + 1) := by
      field_simp
      linear_combination rel
    rw [chain_mulVec d t v h0 hN i, e, hG i.val, hD]
    field_simp
    ring
  have tel : ∑ i : Fin N, (G i.val - G (i.val + 1)) = 0 := by
    have u0 : outward d t E 0 = 0 := rfl
    rw [Fin.sum_univ_eq_sum_range (fun k => G k - G (k + 1)) N, Finset.sum_range_sub']
    simp [hG, h0, hN, u0]
  simp only [dotProduct]
  rw [Finset.sum_congr rfl (fun i _ => key i), Finset.sum_add_distrib, Finset.sum_add_distrib,
    tel, ← Finset.mul_sum]
  ring

/-- If one quadratic form is written as a weighted sum of squares in two ways, the first in
independent coordinates, the first has at most as many negative weights as the second. -/
theorem card_negative_le {n : ℕ} (a c : Fin n → ℝ) (f g : (Fin n → ℝ) →ₗ[ℝ] (Fin n → ℝ))
    (hf : Function.Injective f)
    (h : ∀ x, ∑ i, a i * (f x i) ^ 2 = ∑ i, c i * (g x i) ^ 2) :
    #{i : Fin n | a i < 0} ≤ #{i : Fin n | c i < 0} := by
  -- keep the coordinates with `a ≥ 0` and those with `c < 0`: they determine the vector
  let L := ((LinearMap.funLeft ℝ ℝ (Subtype.val : {i // ¬ a i < 0} → Fin n)).comp f).prod
    ((LinearMap.funLeft ℝ ℝ (Subtype.val : {i // c i < 0} → Fin n)).comp g)
  have hL : Function.Injective L := by
    refine (injective_iff_map_eq_zero L).mpr fun x hx => ?_
    have h1 : ∀ i, ¬ a i < 0 → f x i = 0 := fun i hi =>
      congrFun (congrArg Prod.fst hx) ⟨i, hi⟩
    have h2 : ∀ i, c i < 0 → g x i = 0 := fun i hi =>
      congrFun (congrArg Prod.snd hx) ⟨i, hi⟩
    have h3 : ∀ i, a i * (f x i) ^ 2 ≤ 0 := by
      intro i
      by_cases hi : a i < 0
      · exact mul_nonpos_of_nonpos_of_nonneg hi.le (sq_nonneg _)
      · simp [h1 i hi]
    have h4 : 0 ≤ ∑ i, c i * (g x i) ^ 2 := by
      refine Finset.sum_nonneg fun i _ => ?_
      by_cases hi : c i < 0
      · simp [h2 i hi]
      · exact mul_nonneg (not_lt.mp hi) (sq_nonneg _)
    have h5 : ∑ i, a i * (f x i) ^ 2 = 0 :=
      le_antisymm (Finset.sum_nonpos fun i _ => h3 i) (by rw [h x]; exact h4)
    have h6 := (Finset.sum_eq_zero_iff_of_nonpos (fun i _ => h3 i)).mp h5
    apply hf
    rw [map_zero]
    ext i
    by_cases hi : a i < 0
    · rcases mul_eq_zero.mp (h6 i (Finset.mem_univ i)) with h7 | h7
      · exact absurd h7 hi.ne
      · exact (pow_eq_zero_iff two_ne_zero).mp h7
    · exact h1 i hi
  have hd := LinearMap.finrank_le_finrank_of_injective hL
  have e : Fintype.card {i // ¬ a i < 0} = Fintype.card (Fin n) - Fintype.card {i // a i < 0} :=
    Fintype.card_subtype_compl _
  have l : Fintype.card {i // a i < 0} ≤ Fintype.card (Fin n) := Fintype.card_subtype_le _
  rw [← Fintype.card_subtype, ← Fintype.card_subtype]
  simp only [Module.finrank_prod, Module.finrank_fintype_fun_eq_card] at hd
  omega

/-- The elimination map loses no information: distinct amplitudes have distinct images. -/
theorem elimination_injective (r : ℕ → ℝ) (N : ℕ) : Function.Injective (elimination r N) := by
  refine (injective_iff_map_eq_zero _).mpr fun x hx => ?_
  -- back substitution from the last site inwards
  have back : ∀ m : ℕ, ∀ i : Fin N, N ≤ i.val + m → x i = 0 := by
    intro m
    induction m with
    | zero => intro i hi; omega
    | succ m ih =>
      intro i hi
      have hi0 : x i - r i.val * (if h : i.val + 1 < N then x ⟨i.val + 1, h⟩ else 0) = 0 :=
        congrFun hx i
      by_cases h : i.val + 1 < N
      · have hz : x ⟨i.val + 1, h⟩ = 0 := ih ⟨i.val + 1, h⟩ (by change N ≤ i.val + 1 + m; omega)
        rw [dif_pos h, hz] at hi0
        linarith
      · rw [dif_neg h] at hi0
        linarith
  ext i
  exact back N i (by omega)

/-- For nonzero couplings of either sign and nonzero leading minors of `T - E`, the eigenvalues
below `E` are as many as the links with `t k * y k * y (k + 1) > 0`, `k = 1, ..., N`. -/
theorem eigenvalues_below_eq_links (d t : ℕ → ℝ) (E : ℝ) (N : ℕ)
    (ht : ∀ k, 1 ≤ k → k ≤ N → t k ≠ 0)
    (hE : ∀ n, 1 ≤ n → n ≤ N → (chain d t n - E • (1 : Matrix (Fin n) (Fin n) ℝ)).det ≠ 0) :
    #{i : Fin N | (chain_isHermitian d t N).eigenvalues i < E} =
    #{k : Fin N | 0 < t (k.val + 1) * outward d t E (k.val + 1) * outward d t E (k.val + 2)} := by
  have hu : ∀ k, 1 ≤ k → k ≤ N + 1 → outward d t E k ≠ 0 := by
    intro k h1 h2 h0
    rcases k with _ | _ | n
    · omega
    · exact one_ne_zero (α := ℝ) h0
    · exact hE (n + 1) (by omega) (by omega) (minor_eq_zero_of_node d t E (by omega)
        (fun k a b => ht k a (by omega)) h0)
  have hT := chain_isHermitian d t N
  have hsym : (chain d t N)ᵀ = chain d t N :=
    (Matrix.conjTranspose_eq_transpose_of_trivial _).symm.trans hT.eq
  -- the orthonormal eigenvectors, as plain vectors
  obtain ⟨w, hw, hA⟩ : ∃ w : Fin N → Fin N → ℝ,
      (∀ x y : Fin N → ℝ, ∑ i, (w i ⬝ᵥ x) * (w i ⬝ᵥ y) = x ⬝ᵥ y) ∧
      ∀ i, chain d t N *ᵥ w i = hT.eigenvalues i • w i := by
    refine ⟨fun i => (hT.eigenvectorBasis i).ofLp, fun x y => ?_,
      fun i => hT.mulVec_eigenvectorBasis i⟩
    have p := hT.eigenvectorBasis.sum_inner_mul_inner (WithLp.toLp 2 x) (WithLp.toLp 2 y)
    simp only [EuclideanSpace.inner_eq_star_dotProduct, star_trivial] at p
    calc _ = ∑ i, ((hT.eigenvectorBasis i).ofLp ⬝ᵥ x) * (y ⬝ᵥ (hT.eigenvectorBasis i).ofLp) :=
          Finset.sum_congr rfl fun i _ => by rw [dotProduct_comm y]
      _ = y ⬝ᵥ x := p
      _ = _ := dotProduct_comm _ _
  have hwT : ∀ i x, w i ⬝ᵥ (chain d t N *ᵥ x) = hT.eigenvalues i * (w i ⬝ᵥ x) := by
    intro i x
    rw [Matrix.dotProduct_mulVec, ← Matrix.mulVec_transpose, hsym, hA, smul_dotProduct,
      smul_eq_mul]
  have hg : Function.Injective (Matrix.of w).mulVecLin := by
    refine (injective_iff_map_eq_zero _).mpr fun x hx => ?_
    have hz : ∀ i, w i ⬝ᵥ x = 0 := fun i => congrFun hx i
    have h := hw x x
    simp only [hz, mul_zero, Finset.sum_const_zero] at h
    exact dotProduct_self_eq_zero.mp h.symm
  -- the same quadratic form, diagonalised in two ways
  have form : ∀ x : Fin N → ℝ,
      ∑ i : Fin N, (-t (i.val + 1) * (outward d t E (i.val + 2) / outward d t E (i.val + 1))) *
        (elimination (fun k => outward d t E (k + 1) / outward d t E (k + 2)) N x i) ^ 2 =
      ∑ i, (hT.eigenvalues i - E) * ((Matrix.of w).mulVecLin x i) ^ 2 := by
    intro x
    obtain ⟨v, hv0, hv⟩ : ∃ v : ℕ → ℝ, v 0 = 0 ∧
        ∀ k, v (k + 1) = if h : k < N then x ⟨k, h⟩ else 0 :=
      ⟨fun | 0 => 0 | k + 1 => if h : k < N then x ⟨k, h⟩ else 0, rfl, fun _ => rfl⟩
    have hx : (fun j : Fin N => v (j.val + 1)) = x := by
      ext j
      simp [hv]
    have sq := completed_square d t E ht hu v hv0 (by simp [hv])
    rw [hx] at sq
    have hf : ∀ i : Fin N,
        elimination (fun k => outward d t E (k + 1) / outward d t E (k + 2)) N x i =
        v (i.val + 1) -
          outward d t E (i.val + 1) / outward d t E (i.val + 2) * v (i.val + 2) := by
      intro i
      have a : v (i.val + 2) = if h : i.val + 1 < N then x ⟨i.val + 1, h⟩ else 0 := hv _
      have b : v (i.val + 1) = x i := congrFun hx i
      rw [a, b]
      rfl
    calc _ = x ⬝ᵥ (chain d t N *ᵥ x) - E * (x ⬝ᵥ x) := by
          rw [sq]
          exact Finset.sum_congr rfl fun i _ => by rw [hf i]
      _ = ∑ i, (hT.eigenvalues i - E) * (w i ⬝ᵥ x) ^ 2 := by
          rw [← hw x (chain d t N *ᵥ x), ← hw x x, Finset.mul_sum, ← Finset.sum_sub_distrib]
          refine Finset.sum_congr rfl fun i _ => ?_
          rw [hwT i x]
          ring
      _ = _ := rfl
  have c1 := card_negative_le _ _ _ _ (elimination_injective _ N) form
  have c2 := card_negative_le _ _ _ _ hg (fun x => (form x).symm)
  have e1 : #{i : Fin N | hT.eigenvalues i < E} = #{i : Fin N | hT.eigenvalues i - E < 0} :=
    congrArg Finset.card (Finset.filter_congr fun i _ => sub_neg.symm)
  have e2 : #{k : Fin N | 0 < t (k.val + 1) * outward d t E (k.val + 1) *
        outward d t E (k.val + 2)} = #{i : Fin N | -t (i.val + 1) *
        (outward d t E (i.val + 2) / outward d t E (i.val + 1)) < 0} := by
    refine congrArg Finset.card (Finset.filter_congr fun i _ => ?_)
    have ha := hu (i.val + 1) (by omega) (by omega)
    have ha2 : 0 < outward d t E (i.val + 1) ^ 2 := by positivity
    have q := div_mul_cancel₀ (outward d t E (i.val + 2)) ha
    have e : t (i.val + 1) * outward d t E (i.val + 1) * outward d t E (i.val + 2) =
        -(-t (i.val + 1) * (outward d t E (i.val + 2) / outward d t E (i.val + 1))) *
          outward d t E (i.val + 1) ^ 2 := by
      linear_combination (-(t (i.val + 1) * outward d t E (i.val + 1))) * q
    rw [e, mul_pos_iff_of_pos_right ha2, neg_pos]
  rw [e2]
  exact e1.trans (le_antisymm c2 c1)

/-- Node counting: for negative couplings `t 1, ..., t N` and nonzero leading minors of `T - E`,
the outward solution has as many sign changes in `y 1, ..., y (N + 1)` as `T` has eigenvalues
below `E`. -/
theorem signChanges_eq_eigenvalues_below (d t : ℕ → ℝ) (E : ℝ) (N : ℕ)
    (ht : ∀ k, 1 ≤ k → k ≤ N → t k < 0)
    (hE : ∀ n, 1 ≤ n → n ≤ N → (chain d t n - E • (1 : Matrix (Fin n) (Fin n) ℝ)).det ≠ 0) :
    signChanges (outward d t E) N =
      #{i : Fin N | (chain_isHermitian d t N).eigenvalues i < E} := by
  rw [eigenvalues_below_eq_links d t E N (fun k a b => (ht k a b).ne) hE]
  refine congrArg Finset.card (Finset.filter_congr fun i _ => ?_)
  have hi := ht (i.val + 1) (by omega) (by omega)
  constructor
  · intro h
    have p := mul_pos_of_neg_of_neg hi h
    linarith
  · intro h
    by_contra hc
    have p := mul_nonpos_of_nonpos_of_nonneg hi.le (not_lt.mp hc)
    linarith

end

end OutwardNodeCount
```

```lean
#print axioms OutwardNodeCount.leading_block
#print axioms OutwardNodeCount.signChanges_eq_eigenvalues_below
```

```
'OutwardNodeCount.leading_block' depends on axioms: [propext, Classical.choice, Quot.sound]
'OutwardNodeCount.signChanges_eq_eigenvalues_below' depends on axioms: [propext, Classical.choice, Quot.sound]
```

## The chain and its outward solution

`chain d t N` is $T$, with site energies $d_1,\dots,d_N$ and couplings $t_1,\dots,t_{N-1}$. Such a matrix arises from the three-point finite-difference radial Schrödinger equation with a local potential on a uniform grid, where the kinetic energy makes the couplings negative. `outward` starts from $y_0=0$, $y_1=1$ and solves

$$t_{k-1}y_{k-1}+(d_k-E)y_k+t_ky_{k+1}=0,\qquad 1\le k\le N.$$

The coupling $t_N<0$ lies outside $T$ and only continues the recursion to $y_{N+1}$. `signChanges` counts the strict sign changes in $y_1,\dots,y_{N+1}$; its index starts at zero. Hypothesis `hE` says that $\det(T_n-E)\ne0$ for $1\le n\le N$, where $T_n$ is the leading block (`leading_block`). Eigenvalues are counted with multiplicity.

The more general `eigenvalues_below_eq_links` allows nonzero couplings of either sign and counts links with $t_ky_ky_{k+1}>0$. Neither theorem addresses discretisation error or node rules for the separate components of a radial Dirac solution.

## From amplitudes to squares

If $y_{n+1}=0$, the recursion makes $(y_1,\dots,y_n)$ a null vector of $T_n-E$, nonzero because $y_1=1$. This contradicts `hE`, so $y_1,\dots,y_{N+1}$ are all nonzero (`minor_eq_zero_of_node`, using the stencil `chain_mulVec`).

Put $a_k=-t_ky_{k+1}/y_k$. For any vector $x$, with $x_{N+1}=0$,

$$a_k\Big(x_k-\frac{y_k}{y_{k+1}}x_{k+1}\Big)^2=a_kx_k^2+2t_kx_kx_{k+1}-t_k\frac{y_k}{y_{k+1}}x_{k+1}^2.$$

Summed over $k$, the coefficient of $x_k^2$ is $a_k-t_{k-1}y_{k-1}/y_k$, which the recursion identifies as $d_k-E$. The sum is therefore $x^{\mathsf T}(T-E)x$. In `completed_square`, `field_simp` and `ring` check this site by site, and the boundary terms `G` telescope.

## Two diagonal forms, one count

Orthonormal eigenvectors $u_i$ with eigenvalues $\lambda_i$ give the same form as $\sum_i(\lambda_i-E)(u_i\cdot x)^2$. Both coordinate sets are independent: the first by back substitution (`elimination_injective`), the second by orthonormality.

Let the two forms have $p$ and $q$ negative weights. Set to zero the first coordinates with nonnegative weight and the second coordinates with negative weight: $N-p+q$ conditions. If $p>q$, some $x\ne0$ satisfies them. The form is then both $\le0$ and $\ge0$, hence zero, which forces the remaining first coordinates to vanish and so $x=0$, a contradiction. Thus $p\le q$, and exchanging the roles gives equality. `card_negative_le` phrases this as injectivity of `L` and compares dimensions.

Since $t_k<0$, $a_k<0$ holds exactly when $y_k$ and $y_{k+1}$ have opposite signs.

## Two sites

Take $d_1=d_2=0$ and $t_1=t_2=-1$, so the eigenvalues are $\pm1$. At $E=\tfrac12$ the minors are $-\tfrac12$ and $-\tfrac34$, and $y_1,y_2,y_3=1,-\tfrac12,-\tfrac34$: one sign change, one eigenvalue below $E$. At $E=0$ the first minor vanishes and the amplitudes are $1,0,-1$. The strict count is then zero, although $-1$ lies below $E$.
